# With zero response outside the gap, gapped graphene's orbital diamagnetism tends to McClure's delta function as the gap closes

Take gapped graphene with half-gap \(D=4\) and valence levels at \(-\sqrt{D^2+bn}\), where \(b=9\) measures the magnetic field. The number of states in a level is proportional to the field; count them so that a full level holds \(b=9\). Keep only the states between the first two levels, at \(-4\) and \(-5\), and give each level weight one half. In the field their energy is \(-9\cdot(4+5)/2=-40.5\). Without it, the same states are spread evenly in \(x=E^2-D^2\) from 0 to 9, and their energy is

\[
-\int_0^9\sqrt{16+x}\,dx=-\tfrac23(125-64)=-40\tfrac23 .
\]

The field has raised the energy by \(1/6\), which is diamagnetism.

I understand that the whole filled sea gives an in-gap response proportional to \(-1/(2D)\), and that this turns into McClure's delta function in the chemical potential \(\mu\) as \(D\to0^+\). Can both statements be made rigorous, with the infinite sea treated honestly, and checked by machine?

## The cost of a Landau cell is one sixth of the cubed level spacing

Yes, provided that the response for \(\mu\) outside the gap is taken to be zero. The in-gap value is derived from the Landau levels.

Write \(E_n=\sqrt{D^2+bn}\) with \(b=2\hbar v^2eB\), where \(v\) is the Dirac velocity and \(B>0\) the field. For \(\mu\) in the gap, all valence levels with \(n\ge1\) are filled in both valleys, while the \(n=0\) level is filled in one valley only, hence its weight of one half per valley. With \(N\) cells kept, the energy in the field minus the energy without it is

\[
C_N=\int_0^{bN}\sqrt{D^2+x}\,dx-b\sum_{n=0}^{N-1}\frac{E_n+E_{n+1}}2 .
\]

Consider one cell, with \(s=E_n\), \(t=E_{n+1}\) and \(t^2-s^2=b\). Its contribution is

\[
\tfrac23(t^3-s^3)-\tfrac12(t^2-s^2)(s+t)
=(t-s)\,\frac{t^2-2ts+s^2}{6}=\frac{(t-s)^3}{6}.
\]

For the levels 4 and 5 this is the \(1/6\) found above.

To sum the cells, note that \(b^2-(t-s)^4=(t-s)^2\left[(t+s)^2-(t-s)^2\right]=4st(t-s)^2\). Therefore

\[
\frac{(t-s)^3}{6}=\frac{b^2-(t-s)^4}{24}\left(\frac1s-\frac1t\right).
\]

Since \(s+t\ge2D\), the spacing obeys \(t-s\le b/(2D)\), so \(0\le(t-s)^4\le b^4/(16D^4)\). The differences \(1/E_n-1/E_{n+1}\) telescope to \(1/D-1/E_N\), and \(E_N\to\infty\). The \(C_N\) increase with \(N\) and are bounded, so they have a limit \(C\), with

\[
\frac{b^2}{24D}\left(1-\frac{b^2}{16D^4}\right)\le C\le\frac{b^2}{24D}.
\]

For \(D=4\), \(b=9\) this places the cost of the whole sea between 0.827 and 0.844, so the first cell supplies about a fifth of it. Multiplying by \(-2/b^2\) and letting \(b\to0^+\) gives

\[
-\frac{2C}{b^2}\to-\frac1{12D}=\frac16\left(-\frac1{2D}\right).
\]

## Closing the gap at fixed area

Let \(R_D(\mu)=-1/(2D)\) for \(|\mu|\le D\) and zero otherwise. This is the response without the factor \(1/6\) found above. For continuous \(f\),

\[
\int R_D(x)f(x)\,dx+f(0)=-\frac1{2D}\int_{-D}^{D}\bigl(f(x)-f(0)\bigr)\,dx .
\]

If \(|f(x)-f(0)|\le\varepsilon\) on the gap, the right-hand side is at most \(\varepsilon\) in absolute value. Continuity at 0 makes \(\varepsilon\) as small as desired once \(D\) is small, so the integral tends to \(-f(0)\). For \(f=1\) it equals \(-1\) at every \(D\): the dip narrows and deepens at constant area.

At temperature \(T\), in energy units, the response is averaged with minus the derivative of the Fermi function, \(1/\bigl(4T\cosh^2((x-\mu)/2T)\bigr)\). Taking this as \(f\) gives the gapless limit \(-1/\bigl(4T\cosh^2(\mu/2T)\bigr)\).

## What the Lean statements say about graphene

`level D b n` is \(E_n\), `fieldCost D b N` is \(C_N\), and `seaCost D b` is \(C\). The last is defined by `limUnder`, which means something only if the limit exists; the first part of `seaCost_bounds` proves that it does. `response D μ` is \(R_D(\mu)\), written as an indicator function on the closed interval `Set.Icc (-D) D`.

- `response_from_landau_levels` says that for \(D>0\) and \(\mu\) in the gap, \(-2C/b^2\) tends to `1 / 6 * response D μ` as \(b\to0^+\). The filling is built into `fieldCost`, so \(\mu\) enters only through the hypothesis that it lies in the gap. In SI units, the zero-field susceptibility \(\partial M/\partial B\) per spin and valley, with \(M\) the magnetic moment per area, is \(e^2v^2/\pi\) times this limit, or \(e^2v^2/(6\pi)\) times \(R_D(\mu)\).
- `smeared_response` says that the integral of \(R_Df\) over all chemical potentials is \(-1/(2D)\) times the integral of \(f\) over the gap.
- `response_tendsto_neg_delta` says that this integral tends to \(-f(0)\) as \(D\to0^+\). Here \(f\) need only be continuous; no decay is required, because the response vanishes outside the gap.
- `thermal_response_gapless` is the case of the thermal kernel, for \(T>0\) and any real \(\mu\).

The model is a non-interacting continuum Dirac sea without Zeeman splitting. Its Landau ladder and valley weights are put in, not obtained from a Hamiltonian, and the cutoff keeps whole cells with half weight on the top level. The zero response outside the gap is part of the definition of `response`. It stands for the cancellation of the sea's diamagnetism by the paramagnetic contribution of the doped carriers, once quantum oscillations are smoothed out. The thermal average is likewise taken as the rule for finite temperature.

The order of limits is fixed: the field goes to zero first, at finite \(D\), and the gap closes afterwards. The bound \(b^2/(16D^4)\) on the relative error grows without limit if \(D\) shrinks at fixed \(b\), so the weak-field estimate then loses its force.

For simulation practice, a zero-temperature scan of `response` over the chemical potential can miss the dip entirely if the grid step exceeds \(2D\), although the area of the dip does not depend on \(D\).

```lean
import Mathlib

open Filter Topology

namespace GappedGrapheneDiamagnetism

noncomputable section

/-- Absolute value of the energy of the `n`-th Landau level of graphene with half-gap `D`; `b` is
proportional to the magnetic field. -/
def level (D b : ℝ) (n : ℕ) : ℝ := Real.sqrt (D ^ 2 + b * n)

/-- Energy of the filled valence levels in the field minus that without field, per valley, with `N`
Landau cells kept. A full level counts as `b` states; the levels at both ends of the ladder have
weight one half. -/
def fieldCost (D b : ℝ) (N : ℕ) : ℝ :=
  (∫ x in (0 : ℝ)..(b * N), Real.sqrt (D ^ 2 + x)) -
    b * ∑ n ∈ Finset.range N, (level D b n + level D b (n + 1)) / 2

/-- The field cost of the whole valence sea: the limit of infinitely many Landau cells. -/
def seaCost (D b : ℝ) : ℝ := limUnder atTop (fieldCost D b)

/-- The orbital response at chemical potential `μ`: `-1/(2D)` in the gap and zero outside. -/
def response (D μ : ℝ) : ℝ := (Set.Icc (-D) D).indicator (fun _ => -(1 / (2 * D))) μ

lemma level_zero {D : ℝ} (b : ℝ) (hD : 0 < D) : level D b 0 = D := by
  simp [level, Real.sqrt_sq hD.le]

lemma level_sq_sub {D b : ℝ} (hb : 0 < b) (n : ℕ) :
    level D b (n + 1) ^ 2 - level D b n ^ 2 = b := by
  unfold level
  rw [Real.sq_sqrt (by positivity), Real.sq_sqrt (by positivity)]
  push_cast
  ring

/-- The field cost is a sum over Landau cells of one sixth of the cubed level spacing. -/
theorem fieldCost_eq {D b : ℝ} (hD : 0 < D) (hb : 0 < b) (N : ℕ) :
    fieldCost D b N = ∑ n ∈ Finset.range N, (level D b (n + 1) - level D b n) ^ 3 / 6 := by
  have hc : Continuous fun x : ℝ => Real.sqrt (D ^ 2 + x) :=
    (continuous_const.add continuous_id).sqrt
  -- minus the zero-field energy, in closed form
  have hI : (∫ x in (0 : ℝ)..(b * N), Real.sqrt (D ^ 2 + x)) =
      2 / 3 * level D b N ^ 3 - 2 / 3 * D ^ 3 := by
    have hF : ∀ x ∈ Set.uIcc (0 : ℝ) (b * N),
        HasDerivAt (fun y : ℝ => 2 / 3 * Real.sqrt (D ^ 2 + y) ^ 3)
          (Real.sqrt (D ^ 2 + x)) x := by
      intro x hx
      rw [Set.uIcc_of_le (by positivity)] at hx
      have hx0 : 0 ≤ x := hx.1
      have hp : 0 < D ^ 2 + x := by positivity
      have hs : Real.sqrt (D ^ 2 + x) ≠ 0 := (Real.sqrt_pos.2 hp).ne'
      have h0 : HasDerivAt (fun y : ℝ => D ^ 2 + y) 1 x := (hasDerivAt_id' x).const_add (D ^ 2)
      have h1 : HasDerivAt (fun y : ℝ => Real.sqrt (D ^ 2 + y))
          (1 / (2 * Real.sqrt (D ^ 2 + x))) x := h0.sqrt hp.ne'
      refine ((h1.fun_pow 3).const_mul (2 / 3)).congr_deriv ?_
      rw [show (3 - 1 : ℕ) = 2 from rfl]
      push_cast
      field_simp
    rw [intervalIntegral.integral_eq_sub_of_hasDerivAt hF (hc.intervalIntegrable _ _)]
    simp only [level, add_zero, Real.sqrt_sq hD.le]
  rw [fieldCost, hI]
  clear hI
  induction N with
  | zero => simp [level_zero b hD]
  | succ n ih =>
    rw [Finset.sum_range_succ, Finset.sum_range_succ]
    linear_combination ih + (level D b n + level D b (n + 1)) / 2 * level_sq_sub (D := D) hb n

/-- Bounds on the cost of one Landau cell with edge energies `s ≤ t`. -/
lemma cell_bounds {D s t b : ℝ} (hD : 0 < D) (hs : D ≤ s) (hst : s ≤ t)
    (hb : t ^ 2 - s ^ 2 = b) :
    b ^ 2 / 24 * (1 - b ^ 2 / (16 * D ^ 4)) * (1 / s - 1 / t) ≤ (t - s) ^ 3 / 6 ∧
      (t - s) ^ 3 / 6 ≤ b ^ 2 / 24 * (1 / s - 1 / t) := by
  have hs0 : 0 < s := by linarith
  have ht0 : 0 < t := by linarith
  have hd : 0 ≤ t - s := by linarith
  have hg : 0 ≤ 1 / s - 1 / t := sub_nonneg.2 (one_div_le_one_div_of_le hs0 hst)
  have key : (t - s) ^ 3 / 6 = (b ^ 2 - (t - s) ^ 4) / 24 * (1 / s - 1 / t) := by
    rw [← hb]
    field_simp
    ring
  have h1 : (t - s) * (2 * D) ≤ b := by nlinarith
  have h4 : (t - s) ^ 4 ≤ b ^ 4 / (16 * D ^ 4) := by
    rw [le_div_iff₀ (by positivity)]
    calc (t - s) ^ 4 * (16 * D ^ 4) = ((t - s) * (2 * D)) ^ 4 := by ring
      _ ≤ b ^ 4 := pow_le_pow_left₀ (by positivity) h1 4
  have h5 : 0 ≤ (t - s) ^ 4 := by positivity
  have e : b ^ 2 / 24 * (1 - b ^ 2 / (16 * D ^ 4)) = (b ^ 2 - b ^ 4 / (16 * D ^ 4)) / 24 := by
    ring
  rw [key, e]
  exact ⟨mul_le_mul_of_nonneg_right (by linarith) hg,
    mul_le_mul_of_nonneg_right (by linarith) hg⟩

lemma level_mono {D b : ℝ} (hb : 0 < b) (n : ℕ) :
    D ≤ level D b n ∧ level D b n ≤ level D b (n + 1) := by
  constructor
  · exact Real.le_sqrt_of_sq_le (le_add_of_nonneg_right (by positivity))
  · apply Real.sqrt_le_sqrt
    push_cast
    linarith

/-- The field cost converges as the cutoff is removed, and its limit is `b²/(24D)` up to a
relative error of at most `b²/(16D⁴)`. -/
theorem seaCost_bounds {D b : ℝ} (hD : 0 < D) (hb : 0 < b) :
    Tendsto (fieldCost D b) atTop (𝓝 (seaCost D b)) ∧
      b ^ 2 / 24 * (1 - b ^ 2 / (16 * D ^ 4)) * (1 / D) ≤ seaCost D b ∧
      seaCost D b ≤ b ^ 2 / 24 * (1 / D) := by
  have hc := fun n => cell_bounds hD (level_mono (D := D) hb n).1 (level_mono (D := D) hb n).2
    (level_sq_sub hb n)
  -- the bounds telescope
  have tel : ∀ N, ∑ n ∈ Finset.range N, (1 / level D b n - 1 / level D b (n + 1)) =
      1 / D - 1 / level D b N := by
    intro N
    have h := Finset.sum_range_sub' (fun n => 1 / level D b n) N
    simpa only [level_zero b hD] using h
  have lo : ∀ N, b ^ 2 / 24 * (1 - b ^ 2 / (16 * D ^ 4)) * (1 / D - 1 / level D b N) ≤
      fieldCost D b N := by
    intro N
    rw [fieldCost_eq hD hb, ← tel, Finset.mul_sum]
    exact Finset.sum_le_sum fun n _ => (hc n).1
  have up : ∀ N, fieldCost D b N ≤ b ^ 2 / 24 * (1 / D - 1 / level D b N) := by
    intro N
    rw [fieldCost_eq hD hb, ← tel, Finset.mul_sum]
    exact Finset.sum_le_sum fun n _ => (hc n).2
  have hS : Summable fun n => (level D b (n + 1) - level D b n) ^ 3 / 6 := by
    refine summable_of_sum_range_le (c := b ^ 2 / 24 * (1 / D)) (fun n => ?_) (fun N => ?_)
    · have := sub_nonneg.2 (level_mono (D := D) hb n).2
      positivity
    · rw [← fieldCost_eq hD hb]
      refine (up N).trans (mul_le_mul_of_nonneg_left ?_ (by positivity))
      have : 0 ≤ 1 / level D b N := one_div_nonneg.2 (Real.sqrt_nonneg _)
      linarith
  have hT : Tendsto (fieldCost D b) atTop (𝓝 (seaCost D b)) := by
    have h := hS.hasSum.tendsto_sum_nat.congr fun N => (fieldCost_eq hD hb N).symm
    exact tendsto_nhds_limUnder ⟨_, h⟩
  have hE : Tendsto (fun N => level D b N) atTop atTop :=
    Real.tendsto_sqrt_atTop.comp (tendsto_atTop_add_const_left _ (D ^ 2)
      (tendsto_natCast_atTop_atTop.const_mul_atTop hb))
  have hinv : Tendsto (fun N => 1 / level D b N) atTop (𝓝 0) := by
    simp only [one_div]
    exact tendsto_inv_atTop_zero.comp hE
  have hl : Tendsto (fun N => 1 / D - 1 / level D b N) atTop (𝓝 (1 / D)) := by
    have h := (tendsto_const_nhds (x := 1 / D)).sub hinv
    rwa [sub_zero] at h
  exact ⟨hT, le_of_tendsto_of_tendsto' (hl.const_mul _) hT lo,
    le_of_tendsto_of_tendsto' hT (hl.const_mul _) up⟩

/-- For a chemical potential in the gap, minus twice the quadratic coefficient of the field cost
at weak field is one sixth of `response D μ`. -/
theorem response_from_landau_levels {D μ : ℝ} (hD : 0 < D) (hμ : μ ∈ Set.Icc (-D) D) :
    Tendsto (fun b => -2 * seaCost D b / b ^ 2) (𝓝[>] 0) (𝓝 (1 / 6 * response D μ)) := by
  have e : 1 / 6 * response D μ = -(1 / (12 * D)) := by
    simp only [response, Set.indicator_of_mem hμ]
    ring
  rw [e]
  have hu : Tendsto (fun b : ℝ => -(1 / (12 * D)) * (1 - b ^ 2 / (16 * D ^ 4))) (𝓝[>] 0)
      (𝓝 (-(1 / (12 * D)))) := by
    have hc : Continuous fun b : ℝ => -(1 / (12 * D)) * (1 - b ^ 2 / (16 * D ^ 4)) :=
      continuous_const.mul (continuous_const.sub ((continuous_id.pow 2).div_const _))
    have h := (hc.tendsto 0).mono_left (nhdsWithin_le_nhds (s := Set.Ioi 0))
    simpa using h
  refine tendsto_of_tendsto_of_tendsto_of_le_of_le' tendsto_const_nhds hu ?_ ?_
  · filter_upwards [self_mem_nhdsWithin] with b hb
    have hb : 0 < b := hb
    rw [le_div_iff₀ (by positivity)]
    have e1 : -(1 / (12 * D)) * b ^ 2 = -2 * (b ^ 2 / 24 * (1 / D)) := by ring
    linarith [(seaCost_bounds hD hb).2.2]
  · filter_upwards [self_mem_nhdsWithin] with b hb
    have hb : 0 < b := hb
    rw [div_le_iff₀ (by positivity)]
    have e1 : -(1 / (12 * D)) * (1 - b ^ 2 / (16 * D ^ 4)) * b ^ 2 =
        -2 * (b ^ 2 / 24 * (1 - b ^ 2 / (16 * D ^ 4)) * (1 / D)) := by ring
    linarith [(seaCost_bounds hD hb).2.1]

/-- Smearing the response with `f` gives `-1/(2D)` times the integral of `f` over the gap. -/
theorem smeared_response {D : ℝ} (hD : 0 < D) (f : ℝ → ℝ) :
    ∫ x, response D x * f x = -(1 / (2 * D)) * ∫ x in (-D)..D, f x := by
  rw [intervalIntegral.integral_of_le (by linarith), ← MeasureTheory.integral_Icc_eq_integral_Ioc,
    ← MeasureTheory.integral_indicator (measurableSet_Icc : MeasurableSet (Set.Icc (-D) D)),
    ← MeasureTheory.integral_const_mul]
  refine MeasureTheory.integral_congr_ae (Eventually.of_forall fun x => ?_)
  by_cases hx : x ∈ Set.Icc (-D) D
  · simp only [response, Set.indicator_of_mem hx]
  · simp only [response, Set.indicator_of_notMem hx, zero_mul, mul_zero]

/-- If a continuous `f` stays within `ε` of `f 0` on the gap, the smeared response differs from `-f
0` by at most `ε`. -/
theorem smeared_response_error {D ε : ℝ} {f : ℝ → ℝ} (hf : Continuous f) (hD : 0 < D)
    (h : ∀ x, |x| ≤ D → |f x - f 0| ≤ ε) : |(∫ x, response D x * f x) + f 0| ≤ ε := by
  have h2 : ∫ x in (-D)..D, (f x - f 0) = (∫ x in (-D)..D, f x) - 2 * D * f 0 := by
    rw [intervalIntegral.integral_sub (hf.intervalIntegrable _ _)
      (continuous_const.intervalIntegrable _ _), intervalIntegral.integral_const, smul_eq_mul]
    ring
  have h3 : ‖∫ x in (-D)..D, (f x - f 0)‖ ≤ ε * |D - -D| := by
    refine intervalIntegral.norm_integral_le_of_norm_le_const fun x hx => ?_
    rw [Set.uIoc_of_le (by linarith)] at hx
    exact h x (abs_le.2 ⟨hx.1.le, hx.2⟩)
  rw [h2, Real.norm_eq_abs, abs_of_pos (by linarith : 0 < D - -D)] at h3
  have e : -(1 / (2 * D)) * (∫ x in (-D)..D, f x) + f 0 =
      -(((∫ x in (-D)..D, f x) - 2 * D * f 0) / (2 * D)) := by
    field_simp
    ring
  rw [smeared_response hD, e, abs_neg, abs_div, abs_of_pos (by linarith : 0 < 2 * D),
    div_le_iff₀ (by linarith)]
  linarith

/-- As the gap closes, the response integrated against any continuous `f` of the chemical potential
tends to `-f 0`. -/
theorem response_tendsto_neg_delta {f : ℝ → ℝ} (hf : Continuous f) :
    Tendsto (fun D => ∫ x, response D x * f x) (𝓝[>] 0) (𝓝 (-f 0)) := by
  rw [Metric.tendsto_nhdsWithin_nhds]
  intro ε hε
  obtain ⟨δ, hδ, h⟩ := Metric.continuous_iff.mp hf 0 (ε / 2) (half_pos hε)
  refine ⟨δ, hδ, ?_⟩
  intro D hD hd
  have hD : 0 < D := hD
  rw [Real.dist_eq, sub_zero, abs_of_pos hD] at hd
  rw [Real.dist_eq, sub_neg_eq_add]
  refine lt_of_le_of_lt (smeared_response_error hf hD fun x hx => ?_) (half_lt_self hε)
  have h' := h x (by rw [Real.dist_eq, sub_zero]; linarith)
  rw [Real.dist_eq] at h'
  exact h'.le

/-- At temperature `T` (in energy units) the thermally smeared response tends, as the gap closes,
to `-1/(4T cosh²(μ/2T))`. -/
theorem thermal_response_gapless {T : ℝ} (hT : 0 < T) (μ : ℝ) :
    Tendsto (fun D => ∫ x, response D x * (1 / (4 * T * Real.cosh ((x - μ) / (2 * T)) ^ 2)))
      (𝓝[>] 0) (𝓝 (-(1 / (4 * T * Real.cosh (μ / (2 * T)) ^ 2)))) := by
  have hc : Continuous fun x : ℝ => 1 / (4 * T * Real.cosh ((x - μ) / (2 * T)) ^ 2) := by
    refine continuous_const.div (continuous_const.mul ((Real.continuous_cosh.comp
      ((continuous_id.sub continuous_const).div_const _)).pow 2)) fun x => ?_
    have := Real.cosh_pos ((x - μ) / (2 * T))
    positivity
  have h := response_tendsto_neg_delta hc
  have e : (0 - μ) / (2 * T) = -(μ / (2 * T)) := by ring
  simpa only [e, Real.cosh_neg] using h

end

end GappedGrapheneDiamagnetism
```

```lean
#print axioms GappedGrapheneDiamagnetism.response_from_landau_levels
#print axioms GappedGrapheneDiamagnetism.response_tendsto_neg_delta
#print axioms GappedGrapheneDiamagnetism.thermal_response_gapless
```

```
'GappedGrapheneDiamagnetism.response_from_landau_levels' depends on axioms: [propext, Classical.choice, Quot.sound]
'GappedGrapheneDiamagnetism.response_tendsto_neg_delta' depends on axioms: [propext, Classical.choice, Quot.sound]
'GappedGrapheneDiamagnetism.thermal_response_gapless' depends on axioms: [propext, Classical.choice, Quot.sound]
```

## How the proof follows the calculation

`level_zero`, `level_sq_sub` and `level_mono` supply \(E_0=D\), \(E_{n+1}^2-E_n^2=b\) and \(D\le E_n\le E_{n+1}\).

`fieldCost_eq` first evaluates the zero-field integral with the antiderivative \(\frac23(D^2+x)^{3/2}\), then adds cells by induction on \(N\). In the induction step, `linear_combination` multiplies `level_sq_sub` by \((E_n+E_{n+1})/2\). This is the replacement of \(b\) by \(t^2-s^2\) in the one-cell calculation.

`cell_bounds` contains the identity with \(1/s-1/t\) under the name `key`, proved by clearing denominators. Its step `h1` is the spacing bound \((t-s)\cdot2D\le b\), and `h4` raises that to the fourth power.

`seaCost_bounds` sums these estimates. The step `tel` is the telescoping sum, while `lo` and `up` bound \(C_N\) for every \(N\). Nonnegative terms with bounded partial sums give the summability `hS`, and from it the convergence `hT`. Since \(1/E_N\to0\), both bounds pass to the limit. `response_from_landau_levels` then squeezes \(-2C/b^2\) between the constant \(-1/(12D)\) and a function of \(b\) that tends to it.

For the second half, `smeared_response` turns the integral of an indicator function into an integral over the gap. `smeared_response_error` subtracts \(f(0)\) under the integral and bounds what remains by \(\varepsilon\) times the gap width \(2D\), which the prefactor cancels. `response_tendsto_neg_delta` takes the \(\delta\) that continuity at 0 provides for \(\varepsilon/2\) and applies this bound for \(0<D<\delta\). `thermal_response_gapless` checks that the thermal kernel is continuous and uses the evenness of cosh to write its value at \(x=0\).
